# Circular transition strengths between the two bands of a massive Dirac valley

Circularly polarised light falls at normal incidence on a two-dimensional crystal whose gap lies at two valleys, $\tau=\pm1$. How strongly does each helicity $s=\pm1$ drive the vertical transition from valence to conduction band in each valley? Take the two-band model $H=v(\tau k_x\sigma_x+k_y\sigma_y)+m\sigma_z$, with Pauli matrices $\sigma_x,\sigma_y,\sigma_z$, wave vector $k=(k_x,k_y)$ measured from the valley centre, $\hbar=1$, and the same velocity $v$ and mass term $m$ (an energy) in both valleys. From a normalised state of the lower band, at energy $-\varepsilon$, to a normalised state of the upper band at the same $k$, at energy $+\varepsilon$ with $\varepsilon>0$, the squared modulus of the matrix element of $\partial H/\partial k_x+is\,\partial H/\partial k_y$ is $v^2(1+s\tau m/\varepsilon)^2$. This bears on valley-selective optical pumping for non-interacting electrons, without excitons, spin or higher orders in $k$.

## Hamiltonian and circular operator

In Lean 4 with Mathlib:

```lean
import Mathlib

open Matrix Complex ComplexConjugate

namespace ValleyDichroism

noncomputable section
```

This loads Mathlib and notation such as `I` for $i$ and `conj` for complex conjugation.

```lean
/-- The Pauli matrix `σx`. -/
def σx : Matrix (Fin 2) (Fin 2) ℂ := !![0, 1; 1, 0]

/-- The Pauli matrix `σy`. -/
def σy : Matrix (Fin 2) (Fin 2) ℂ := !![0, -I; I, 0]

/-- The Pauli matrix `σz`. -/
def σz : Matrix (Fin 2) (Fin 2) ℂ := !![1, 0; 0, -1]
```

These are the standard Pauli matrices. `Fin 2` is the index set $\{0,1\}$, and a semicolon separates rows.

```lean
/-- The massive Dirac Hamiltonian `v (τ kx σx + ky σy) + m σz` of valley `τ`. -/
def diracH (v m τ kx ky : ℝ) : Matrix (Fin 2) (Fin 2) ℂ :=
  (v : ℂ) • (((τ * kx : ℝ) : ℂ) • σx + (ky : ℂ) • σy) + (m : ℂ) • σz
```

This is $H=v(\tau k_x\sigma_x+k_y\sigma_y)+m\sigma_z$ with real parameters; `•` is scalar multiplication. The model is postulated: $m$ is half the energy offset between the two basis orbitals, and $v$ sets their coupling at first order in $k$.

```lean
/-- The band energy `ε = √(v² k² + m²)`. -/
def bandEnergy (v m kx ky : ℝ) : ℝ := √(v ^ 2 * (kx ^ 2 + ky ^ 2) + m ^ 2)
```

Here $\varepsilon=\sqrt{v^2k^2+m^2}$ with $k^2=k_x^2+k_y^2$.

```lean
/-- The circular velocity operator `v (τ σx + s i σy)` for helicity `s` in valley `τ`. -/
def circVel (v τ s : ℝ) : Matrix (Fin 2) (Fin 2) ℂ :=
  (v : ℂ) • ((τ : ℂ) • σx + ((s : ℂ) * I) • σy)
```

The operator $P_s=v(\tau\sigma_x+is\sigma_y)$ is $\partial H/\partial k_x+is\,\partial H/\partial k_y$, entered as a definition, with no factor $1/\sqrt2$. Which handedness $s=+1$ denotes depends on the propagation direction and time convention. The factor $\tau$ is readily lost: $v(\sigma_x+is\sigma_y)$ used in both valleys would give $v^2(1+sm/\varepsilon)^2$, with no valley dependence.

```lean
/-- The transition strength `|⟨c, v (τ σx + s i σy) w⟩|²`. -/
def strength (v τ s : ℝ) (c w : Fin 2 → ℂ) : ℝ := ‖star c ⬝ᵥ (circVel v τ s *ᵥ w)‖ ^ 2
```

For two-component states $c,w$ this is $S_s=|\langle c,P_sw\rangle|^2$: `star c` conjugates the components, `*ᵥ` applies the matrix, `⬝ᵥ` sums the products. It is not an absorption rate, since occupations, density of states and frequency factors are absent.

```lean
/-- `u` is a normalised eigenvector of `H` with real eigenvalue `E`. -/
structure IsUnitEigenvector (H : Matrix (Fin 2) (Fin 2) ℂ) (E : ℝ) (u : Fin 2 → ℂ) : Prop where
  eig : H *ᵥ u = (E : ℂ) • u
  unit : ∑ i, ‖u i‖ ^ 2 = 1
```

The predicate requires $Hu=Eu$ and $|u_0|^2+|u_1|^2=1$, leaving the phase free. Explicit spinors in polar angles would supply eigenvectors at every $k$, at the price of a fixed gauge and an arbitrary azimuth at $k=0$. With the predicate, the results hold for every phase choice, but the eigenvectors are assumed.

```lean
variable {v m τ s kx ky E : ℝ} {u c w : Fin 2 → ℂ}

/-- The matrix entries of the Dirac Hamiltonian. -/
theorem diracH_eq (v m τ kx ky : ℝ) : diracH v m τ kx ky =
    !![(m : ℂ), v * τ * kx - I * v * ky; v * τ * kx + I * v * ky, -m] := by
  ext i j
  fin_cases i <;> fin_cases j <;> simp [diracH, σx, σy, σz] <;> ring
```

Entry by entry, with $a=v(\tau k_x-ik_y)$,
$$H=\begin{pmatrix}m&a\\ \bar a&-m\end{pmatrix}.$$

```lean
/-- The matrix entries of the circular velocity operator. -/
theorem circVel_eq (v τ s : ℝ) :
    circVel v τ s = !![(0 : ℂ), v * τ + v * s; v * τ - v * s, 0] := by
  ext i j
  fin_cases i <;> fin_cases j <;> simp [circVel, σx, σy, mul_assoc] <;> ring
```

Since $i\sigma_y$ has $+1$ above the diagonal and $-1$ below,
$$P_s=\begin{pmatrix}0&v(\tau+s)\\ v(\tau-s)&0\end{pmatrix}.$$

```lean
/-- For `τ = ±1` the Hamiltonian squares to `ε²` times the identity. -/
theorem diracH_sq (hτ : τ = 1 ∨ τ = -1) :
    diracH v m τ kx ky * diracH v m τ kx ky = ((bandEnergy v m kx ky ^ 2 : ℝ) : ℂ) • 1 := by
  have e : bandEnergy v m kx ky ^ 2 = v ^ 2 * (kx ^ 2 + ky ^ 2) + m ^ 2 :=
    Real.sq_sqrt (by positivity)
  have hτ2 : (τ : ℂ) ^ 2 = 1 := by rcases hτ with t | t <;> simp [t]
  rw [e, diracH_eq, Matrix.mul_fin_two]
  ext i j
  fin_cases i <;> fin_cases j <;> simp <;>
    first
      | ring1
      | linear_combination (v : ℂ) ^ 2 * (kx : ℂ) ^ 2 * hτ2 - ((v : ℂ) * ky) ^ 2 * I_sq
```

The hypothesis `hτ` reads "$\tau=1$ or $\tau=-1$", and the claim is $H^2=\varepsilon^2\mathbb 1$. The off-diagonal entries $ma-am$ and $\bar am-m\bar a$ vanish by `ring1`. The diagonal entries are $m^2+|a|^2=m^2+v^2\tau^2k_x^2+v^2k_y^2$, where `linear_combination` supplies $\tau^2=1$ and $i^2=-1$. This motivates the energies $\pm\varepsilon$; later proofs do not call it.

## Weights of an eigenvector

```lean
/-- A unit eigenvector with energy `E` obeys `E (|u₀|² - |u₁|²) = m`. -/
theorem energy_mul_polarization (h : IsUnitEigenvector (diracH v m τ kx ky) E u) :
    E * (‖u 0‖ ^ 2 - ‖u 1‖ ^ 2) = m := by
  have h0 : (m : ℂ) * u 0 + (v * τ * kx - I * v * ky) * u 1 = E * u 0 := by
    simpa [diracH_eq, Matrix.mulVec, dotProduct, Fin.sum_univ_two] using congrFun h.eig 0
  have h1 : ((v : ℂ) * τ * kx + I * v * ky) * u 0 + (-m) * u 1 = E * u 1 := by
    simpa [diracH_eq, Matrix.mulVec, dotProduct, Fin.sum_univ_two] using congrFun h.eig 1
  have hn := h.unit
  have r0 := congrArg Complex.re h0
  have i0 := congrArg Complex.im h0
  have r1 := congrArg Complex.re h1
  have i1 := congrArg Complex.im h1
  simp only [add_re, add_im, sub_re, sub_im, mul_re, mul_im, neg_re, neg_im, ofReal_re,
    ofReal_im, I_re, I_im] at r0 i0 r1 i1
  simp only [Fin.sum_univ_two, Complex.sq_norm, Complex.normSq_apply] at hn ⊢
  -- project each component equation on its amplitude: the off-diagonal terms cancel
  linear_combination
    -((u 0).re * r0 + (u 0).im * i0 - (u 1).re * r1 - (u 1).im * i1) + m * hn
```

For any real $\tau$, $E(|u_0|^2-|u_1|^2)=m$. The rows of $Hu=Eu$, `h0` and `h1`, are $mu_0+au_1=Eu_0$ and $\bar au_0-mu_1=Eu_1$. Multiplying by $\bar u_0$ and $\bar u_1$ gives
$$m|u_0|^2+a\bar u_0u_1=E|u_0|^2,\qquad \bar au_0\bar u_1-m|u_1|^2=E|u_1|^2 .$$
The cross terms are complex conjugates, so their real parts cancel on subtraction, leaving $m(|u_0|^2+|u_1|^2)=E(|u_0|^2-|u_1|^2)$. Normalisation finishes it. The final `linear_combination` is this subtraction written in real and imaginary parts.

```lean
/-- A unit eigenvector with energy `E ≠ 0` has weights `(1 + m/E)/2` and `(1 - m/E)/2` on
the two components. -/
theorem component_weights (hE : E ≠ 0) (h : IsUnitEigenvector (diracH v m τ kx ky) E u) :
    ‖u 0‖ ^ 2 = (1 + m / E) / 2 ∧ ‖u 1‖ ^ 2 = (1 - m / E) / 2 := by
  have hd : ‖u 0‖ ^ 2 - ‖u 1‖ ^ 2 = m / E := by
    rw [eq_div_iff hE]
    linear_combination energy_mul_polarization h
  have hn := h.unit
  rw [Fin.sum_univ_two] at hn
  constructor <;> linarith
```

For $E\ne0$ the difference of the weights is $m/E$ (`hd`) and their sum is $1$, so $|u_0|^2=\tfrac12(1+m/E)$ and $|u_1|^2=\tfrac12(1-m/E)$.

## The strength for each helicity

```lean
/-- Between unit eigenvectors `c` of energy `ε` and `w` of energy `-ε`, with `ε > 0`, the strength
for helicity `s = ±1` in valley `τ = ±1` is `v² (1 + s τ m / ε)²`. -/
theorem strength_eq (hτ : τ = 1 ∨ τ = -1) (hs : s = 1 ∨ s = -1)
    (hε : 0 < bandEnergy v m kx ky)
    (hc : IsUnitEigenvector (diracH v m τ kx ky) (bandEnergy v m kx ky) c)
    (hw : IsUnitEigenvector (diracH v m τ kx ky) (-bandEnergy v m kx ky) w) :
    strength v τ s c w = v ^ 2 * (1 + s * τ * m / bandEnergy v m kx ky) ^ 2 := by
  obtain ⟨hc0, hc1⟩ := component_weights hε.ne' hc
  obtain ⟨hw0, hw1⟩ := component_weights (neg_ne_zero.mpr hε.ne') hw
  rw [div_neg] at hw0 hw1
  have hM : star c ⬝ᵥ (circVel v τ s *ᵥ w) =
      conj (c 0) * (((v : ℂ) * τ + v * s) * w 1) + conj (c 1) * (((v : ℂ) * τ - v * s) * w 0) := by
    rw [circVel_eq]
    simp [Matrix.mulVec, dotProduct, Fin.sum_univ_two]
  have key : ∀ (r : ℝ) (a b : ℂ),
      ‖(r : ℂ) * conj a * b‖ ^ 2 = r ^ 2 * ‖a‖ ^ 2 * ‖b‖ ^ 2 := by
    intro r a b
    simp [mul_pow]
  have hcase : s = τ ∨ s = -τ := by
    rcases hτ with a | a <;> rcases hs with b | b <;> simp [a, b]
  unfold strength
  rcases hcase with h | h
  · -- helicity equal to the valley index: only `conj c₀ · w₁` survives
    have e : star c ⬝ᵥ (circVel v τ s *ᵥ w) = ((2 * v * τ : ℝ) : ℂ) * conj (c 0) * w 1 := by
      rw [hM, h]; push_cast; ring
    rw [e, key, hc0, hw1, h]
    rcases hτ with t | t <;> rw [t] <;> ring
  · -- opposite helicity: only `conj c₁ · w₀` survives
    have e : star c ⬝ᵥ (circVel v τ s *ᵥ w) = ((2 * v * τ : ℝ) : ℂ) * conj (c 1) * w 0 := by
      rw [hM, h]; push_cast; ring
    rw [e, key, hc1, hw0, h]
    rcases hτ with t | t <;> rw [t] <;> ring
```

With $\tau,s=\pm1$, $\varepsilon>0$, and unit eigenvectors $c$ of energy $+\varepsilon$ (conduction) and $w$ of energy $-\varepsilon$ (valence), $S_s=v^2(1+s\tau m/\varepsilon)^2$. The condition `hε` excludes the band touching, where $m=0$ and $vk_x=vk_y=0$. With $\mu=m/\varepsilon$ the weights are
$$|c_0|^2=|w_1|^2=\tfrac12(1+\mu),\qquad |c_1|^2=|w_0|^2=\tfrac12(1-\mu),$$
and `hM` expands
$$\langle c,P_sw\rangle=v(\tau+s)\,\bar c_0w_1+v(\tau-s)\,\bar c_1w_0 .$$
`hcase` splits into two cases. For $s=\tau$ the element is $2v\tau\,\bar c_0w_1$, so $S_s=4v^2\cdot\tfrac14(1+\mu)^2$ with $s\tau=1$. For $s=-\tau$ it is $2v\tau\,\bar c_1w_0$, so $S_s=4v^2\cdot\tfrac14(1-\mu)^2$ with $s\tau=-1$. The factorisation of the squared modulus is `key`, and the phases drop out there. Either sign of $m$ is allowed, and $m=0$ makes both strengths $v^2$.

```lean
/-- For `τ = ±1`, `v ≠ 0`, `ε > 0` and unit eigenvectors `c`, `w` of energies `ε`, `-ε`, the degree
of circular polarisation `(S₊ - S₋)/(S₊ + S₋)` of the transition is `2 τ m ε / (ε² + m²)`. -/
theorem degree_of_circular_polarization (hτ : τ = 1 ∨ τ = -1) (hv : v ≠ 0)
    (hε : 0 < bandEnergy v m kx ky)
    (hc : IsUnitEigenvector (diracH v m τ kx ky) (bandEnergy v m kx ky) c)
    (hw : IsUnitEigenvector (diracH v m τ kx ky) (-bandEnergy v m kx ky) w) :
    (strength v τ 1 c w - strength v τ (-1) c w) / (strength v τ 1 c w + strength v τ (-1) c w)
      = 2 * τ * m * bandEnergy v m kx ky / (bandEnergy v m kx ky ^ 2 + m ^ 2) := by
  have hp := strength_eq hτ (Or.inl rfl) hε hc hw
  have hm := strength_eq hτ (Or.inr rfl) hε hc hw
  generalize bandEnergy v m kx ky = ε at hp hm hε ⊢
  have h0 : ε ≠ 0 := hε.ne'
  have hden : ε ^ 2 + m ^ 2 ≠ 0 := by positivity
  have hsum : strength v τ 1 c w + strength v τ (-1) c w
      = 2 * v ^ 2 * (ε ^ 2 + m ^ 2) / ε ^ 2 := by
    rw [hp, hm]
    rcases hτ with t | t <;> rw [t] <;> field_simp <;> ring
  have hdiff : strength v τ 1 c w - strength v τ (-1) c w = 4 * v ^ 2 * τ * m / ε := by
    rw [hp, hm]; ring
  rw [hsum, hdiff]
  field_simp
  ring
```

Write $S_\pm$ for $s=\pm1$. Then $S_+-S_-=4v^2\tau m/\varepsilon$ (`hdiff`) and $S_++S_-=2v^2(\varepsilon^2+m^2)/\varepsilon^2$ (`hsum`), so
$$\frac{S_+-S_-}{S_++S_-}=\frac{2\tau m\varepsilon}{\varepsilon^2+m^2},$$
with a prefactor $\tau$ that reverses sign between valleys. The hypothesis $v\ne0$ keeps the denominator on the left nonzero.

## Selection at the band edge

```lean
/-- At `k = 0` with `m > 0` the strength is `4 v²` for helicity `s = τ` and zero for
`s = -τ`. -/
theorem band_edge_selection (hτ : τ = 1 ∨ τ = -1) (hm : 0 < m)
    (hc : IsUnitEigenvector (diracH v m τ 0 0) (bandEnergy v m 0 0) c)
    (hw : IsUnitEigenvector (diracH v m τ 0 0) (-bandEnergy v m 0 0) w) :
    strength v τ τ c w = 4 * v ^ 2 ∧ strength v τ (-τ) c w = 0 := by
  have hE : bandEnergy v m 0 0 = m := by simp [bandEnergy, Real.sqrt_sq hm.le]
  have hε : 0 < bandEnergy v m 0 0 := by rw [hE]; exact hm
  have hs : -τ = 1 ∨ -τ = -1 := by rcases hτ with t | t <;> simp [t]
  have tt : τ * τ = 1 := by rcases hτ with t | t <;> simp [t]
  have d : m / m = 1 := div_self hm.ne'
  have a : τ * τ * m / m = 1 := by linear_combination (m / m) * tt + d
  have b : -τ * τ * m / m = -1 := by linear_combination -a
  rw [strength_eq hτ hτ hε hc hw, strength_eq hτ hs hε hc hw, hE, a, b]
  constructor <;> ring
```

At $k=0$ with $m>0$, $\varepsilon=m$ (`hE`), so $s\tau m/\varepsilon$ is $+1$ for $s=\tau$ and $-1$ for $s=-\tau$ (`a`, `b`). Hence $S_\tau=4v^2$ and $S_{-\tau}=0$.

```lean
/-- For `v ≠ 0` and `m > 0` the strength for helicity `s = -τ` vanishes exactly at `k = 0`. -/
theorem dark_iff_band_edge (hτ : τ = 1 ∨ τ = -1) (hv : v ≠ 0) (hm : 0 < m)
    (hc : IsUnitEigenvector (diracH v m τ kx ky) (bandEnergy v m kx ky) c)
    (hw : IsUnitEigenvector (diracH v m τ kx ky) (-bandEnergy v m kx ky) w) :
    strength v τ (-τ) c w = 0 ↔ kx = 0 ∧ ky = 0 := by
  constructor
  · intro h
    have hε : 0 < bandEnergy v m kx ky := Real.sqrt_pos.mpr (by positivity)
    have e : bandEnergy v m kx ky ^ 2 = v ^ 2 * (kx ^ 2 + ky ^ 2) + m ^ 2 :=
      Real.sq_sqrt (by positivity)
    have hs : -τ = 1 ∨ -τ = -1 := by rcases hτ with t | t <;> simp [t]
    have tt : -τ * τ = -1 := by rcases hτ with t | t <;> simp [t]
    rw [strength_eq hτ hs hε hc hw, tt] at h
    -- vanishing strength forces `ε = m`, hence `v² k² = 0`
    have h1 := (pow_eq_zero_iff two_ne_zero).mp
      ((mul_eq_zero.mp h).resolve_left (pow_ne_zero 2 hv))
    have h2 : bandEnergy v m kx ky = m := by
      have := (div_eq_iff hε.ne').mp
        (show m / bandEnergy v m kx ky = 1 by linear_combination -h1)
      linarith
    rw [h2] at e
    have h3 : v ^ 2 * (kx ^ 2 + ky ^ 2) = 0 := by linarith
    have h4 := (mul_eq_zero.mp h3).resolve_left (pow_ne_zero 2 hv)
    have hx : kx ^ 2 = 0 := by linarith [sq_nonneg kx, sq_nonneg ky]
    have hy : ky ^ 2 = 0 := by linarith
    exact ⟨(pow_eq_zero_iff two_ne_zero).mp hx, (pow_eq_zero_iff two_ne_zero).mp hy⟩
  · rintro ⟨rfl, rfl⟩
    exact (band_edge_selection hτ hm hc hw).2
```

For $v\ne0$ and $m>0$, $S_{-\tau}=0$ if and only if $k_x=k_y=0$. Positive $m$ gives $\varepsilon>0$. If $v^2(1-m/\varepsilon)^2=0$ then $\varepsilon=m$ (`h2`); squaring gives $v^2k^2=0$ (`h3`), so both components vanish. The converse is the previous theorem. These two statements treat positive mass only.

## A rational example

```lean
/-- For `v = τ = 1`, `m = 7`, `k = (24, 0)` one has `ε = 25`, and `(4/5, 3/5)`, `(3/5, -4/5)`
are unit eigenvectors with energies `ε` and `-ε`. -/
theorem eigenvectors_witness : bandEnergy 1 7 24 0 = 25 ∧
    IsUnitEigenvector (diracH 1 7 1 24 0) (bandEnergy 1 7 24 0) ![4 / 5, 3 / 5] ∧
    IsUnitEigenvector (diracH 1 7 1 24 0) (-bandEnergy 1 7 24 0) ![3 / 5, -4 / 5] := by
  have hE : bandEnergy 1 7 24 0 = 25 := by
    unfold bandEnergy
    rw [show (1 : ℝ) ^ 2 * (24 ^ 2 + 0 ^ 2) + 7 ^ 2 = 25 ^ 2 by norm_num]
    exact Real.sqrt_sq (by norm_num)
  rw [hE]
  refine ⟨rfl, ⟨?_, ?_⟩, ⟨?_, ?_⟩⟩
  · funext i
    fin_cases i <;> simp [diracH_eq, Matrix.mulVec, dotProduct, Fin.sum_univ_two] <;> norm_num
  · simp [Fin.sum_univ_two]
    norm_num
  · funext i
    fin_cases i <;> simp [diracH_eq, Matrix.mulVec, dotProduct, Fin.sum_univ_two] <;> norm_num
  · simp [Fin.sum_univ_two]
    norm_num

end

end ValleyDichroism
```

For $v=\tau=1$, $m=7$, $k=(24,0)$, one has $\varepsilon=\sqrt{576+49}=25$ and $H=\begin{pmatrix}7&24\\24&-7\end{pmatrix}$. Multiplying out, $H(4,3)^T=25\,(4,3)^T$ and $H(3,-4)^T=-25\,(3,-4)^T$, and division by $5$ normalises both. This is the only parameter set for which eigenvectors are exhibited. Inserting it in `strength_eq` gives $S_+=(32/25)^2$ and $S_-=(18/25)^2$.

```lean
#print axioms ValleyDichroism.diracH_sq
-- 'ValleyDichroism.diracH_sq' depends on axioms: [propext, Classical.choice, Quot.sound]
#print axioms ValleyDichroism.strength_eq
-- 'ValleyDichroism.strength_eq' depends on axioms: [propext, Classical.choice, Quot.sound]
#print axioms ValleyDichroism.degree_of_circular_polarization
-- 'ValleyDichroism.degree_of_circular_polarization' depends on axioms: [propext, Classical.choice, Quot.sound]
#print axioms ValleyDichroism.dark_iff_band_edge
-- 'ValleyDichroism.dark_iff_band_edge' depends on axioms: [propext, Classical.choice, Quot.sound]
```
